# Energy of fractional charge transfer from a filled to an empty orbital with a (U/2) Tr(n − n²) term

The (d × d) occupation matrix n has real occupations f_k in the orthonormal eigenvectors of a fixed Hermitian matrix H, and its energy is Tr(Hn) + (U/2) Tr(n − n²). The theorem `energy_transfer` says that changing the occupation of a filled orbital i from 1 to 1 − t, and that of an empty orbital a from 0 to t, changes this energy by t(ε_a − ε_i) + Ut(1 − t), where ε_a and ε_i are eigenvalues of H. It holds for all real t and U, with the other occupations arbitrary real numbers held fixed. The proof writes both energies as sums over orbitals, expresses each new summand as the old one plus corrections that vanish except at a and i, and then evaluates the sums of those corrections.

In Lean, a first try:

```lean
import Mathlib

open Matrix
open scoped ComplexOrder

namespace MetastableOccupations

noncomputable section

variable {d : ℕ} {H : Matrix (Fin d) (Fin d) ℂ}

/-- The energy Tr(H n) + (U/2) Tr(n - n²) of an occupation matrix n. -/
def energy (H : Matrix (Fin d) (Fin d) ℂ) (U : ℝ) (n : Matrix (Fin d) (Fin d) ℂ) : ℝ :=
  (H * n).trace.re + U / 2 * (n - n * n).trace.re

/-- The eigenvalues of H in increasing order, counted with multiplicity. -/
def level (hH : H.IsHermitian) (k : Fin d) : ℝ :=
  hH.eigenvalues (Tuple.sort hH.eigenvalues k)

/-- The matrix whose columns are the eigenvectors of H, ordered as the levels. -/
def orbitals (hH : H.IsHermitian) : Matrix (Fin d) (Fin d) ℂ :=
  (hH.eigenvectorUnitary : Matrix (Fin d) (Fin d) ℂ).submatrix id (Tuple.sort hH.eigenvalues)

/-- The matrix with occupation f k in the k-th orbital of H. -/
def state (hH : H.IsHermitian) (f : Fin d → ℝ) : Matrix (Fin d) (Fin d) ℂ :=
  orbitals hH * diagonal (fun k => (f k : ℂ)) * (orbitals hH)ᴴ

/-- The orbitals are orthonormal and diagonalise H with the ordered levels. -/
theorem orbitals_spec (hH : H.IsHermitian) :
    (orbitals hH)ᴴ * orbitals hH = 1 ∧ H = state hH (level hH) := by
  set W : Matrix (Fin d) (Fin d) ℂ := hH.eigenvectorUnitary.1 with hWdef
  have hW : star W * W = 1 := Matrix.mem_unitaryGroup_iff'.mp hH.eigenvectorUnitary.2
  have hV : (orbitals hH)ᴴ * orbitals hH = 1 := by
    have h : (orbitals hH)ᴴ * orbitals hH = (star W * W).submatrix
        (Tuple.sort hH.eigenvalues) (Tuple.sort hH.eigenvalues) := rfl
    rw [h, hW, Matrix.submatrix_one_equiv]
  have hs : H * W = W * diagonal (RCLike.ofReal ∘ hH.eigenvalues) := by
    have h := hH.spectral_theorem
    rw [Unitary.conjStarAlgAut_apply] at h
    calc H * W = (W * diagonal (RCLike.ofReal ∘ hH.eigenvalues) * star W) * W :=
          congrArg (· * W) h
      _ = _ := by rw [mul_assoc, hW, mul_one]
  have hHV : H * orbitals hH = orbitals hH * diagonal (fun k => (level hH k : ℂ)) := by
    ext i j
    have h := congrFun (congrFun hs i) (Tuple.sort hH.eigenvalues j)
    rw [Matrix.mul_diagonal] at h ⊢
    exact h
  refine ⟨hV, ?_⟩
  rw [state, ← hHV, mul_assoc, mul_eq_one_comm.mp hV, mul_one]

/-- Occupations f k of the orbitals of H give the energy ∑ (ε f + (U/2) f (1 - f)). -/
theorem energy_state (hH : H.IsHermitian) (U : ℝ) (f : Fin d → ℝ) :
    energy H U (state hH f) = ∑ k, (level hH k * f k + U / 2 * (f k * (1 - f k))) := by
  obtain ⟨hV, hD⟩ := orbitals_spec hH
  have hmul : ∀ g : Fin d → ℝ, state hH g * state hH f = state hH (fun k => g k * f k) := by
    intro g
    have h : state hH g * state hH f = orbitals hH * diagonal (fun k => (g k : ℂ)) *
        ((orbitals hH)ᴴ * orbitals hH) * diagonal (fun k => (f k : ℂ)) * (orbitals hH)ᴴ := by
      simp only [state, mul_assoc]
    rw [h, hV, mul_one, mul_assoc (orbitals hH), Matrix.diagonal_mul_diagonal]
    simp only [state, Complex.ofReal_mul]
  have htr : ∀ g : Fin d → ℝ, (state hH g).trace.re = ∑ k, g k := by
    intro g
    rw [state, Matrix.trace_mul_comm, ← mul_assoc, hV, one_mul, Matrix.trace_diagonal,
      Complex.re_sum]
    simp only [Complex.ofReal_re]
  have hHf : H * state hH f = state hH (fun k => level hH k * f k) :=
    (congrArg (· * state hH f) hD).trans (hmul _)
  rw [energy, hHf, hmul, Matrix.trace_sub, Complex.sub_re, htr, htr, htr,
    ← Finset.sum_sub_distrib, Finset.mul_sum, ← Finset.sum_add_distrib]
  exact Finset.sum_congr rfl fun k _ => by ring

/-- Moving a fraction t of an electron from a filled orbital i to an empty orbital a
changes the energy by t (ε_a - ε_i) + U t (1 - t). -/
theorem energy_transfer (hH : H.IsHermitian) (U t : ℝ) (f : Fin d → ℝ) {i a : Fin d}
    (hi : f i = 1) (ha : f a = 0) :
    energy H U (state hH (Function.update (Function.update f i (1 - t)) a t)) =
      energy H U (state hH f) + (t * (level hH a - level hH i) + U * (t * (1 - t))) := by
  have hia : i ≠ a := by
    rintro rfl
    linarith
  rw [energy_state, energy_state]
  -- only the two orbitals involved contribute to the change
  have h : ∀ k, level hH k * Function.update (Function.update f i (1 - t)) a t k +
      U / 2 * (Function.update (Function.update f i (1 - t)) a t k *
        (1 - Function.update (Function.update f i (1 - t)) a t k)) =
      (level hH k * f k + U / 2 * (f k * (1 - f k))) +
      ((if k = a then t * level hH a + U / 2 * (t * (1 - t)) else 0) +
       (if k = i then -(t * level hH i) + U / 2 * (t * (1 - t)) else 0)) := by
    intro k
    by_cases hka : k = a
    · subst hka
      rw [Function.update_self, if_pos rfl, if_neg hia.symm, ha]
      ring
    · rw [Function.update_of_ne hka, if_neg hka]
      by_cases hki : k = i
      · subst hki
        rw [Function.update_self, if_pos rfl, hi]
        ring
      · rw [Function.update_of_ne hki, if_neg hki]
        ring
  rw [Finset.sum_congr rfl fun k _ => h k, Finset.sum_add_distrib, Finset.sum_add_distrib,
    Finset.sum_ite_eq', Finset.sum_ite_eq', if_pos (Finset.mem_univ _),
    if_pos (Finset.mem_univ _)]
  ring

end

end MetastableOccupations
```

Lean reports:

```
Main.lean:103:4: error: Tactic `rewrite` failed: Did not find an occurrence of the pattern
  ∑ x ∈ ?s, if x = ?a then ?b x else 0
in the target expression
  ∑ x, level hH x * f x + ∑ x, U / 2 * (f x * (1 - f x)) +
      ∑ x,
        ((if x = a then t * level hH a + U / 2 * (t * (1 - t)) else 0) +
          if x = i then -(t * level hH i) + U / 2 * (t * (1 - t)) else 0) =
    ∑ x, level hH x * f x + ∑ x, U / 2 * (f x * (1 - f x)) + (t * (level hH a - level hH i) + U * (t * (1 - t)))

d : ℕ
H : Matrix (Fin d) (Fin d) ℂ
hH : H.IsHermitian
U t : ℝ
f : Fin d → ℝ
i a : Fin d
hi : f i = 1
ha : f a = 0
hia : i ≠ a
h :
  ∀ (k : Fin d),
    level hH k * Function.update (Function.update f i (1 - t)) a t k +
        U / 2 *
          (Function.update (Function.update f i (1 - t)) a t k *
            (1 - Function.update (Function.update f i (1 - t)) a t k)) =
      level hH k * f k + U / 2 * (f k * (1 - f k)) +
        ((if k = a then t * level hH a + U / 2 * (t * (1 - t)) else 0) +
          if k = i then -(t * level hH i) + U / 2 * (t * (1 - t)) else 0)
⊢ ∑ x, level hH x * f x + ∑ x, U / 2 * (f x * (1 - f x)) +
      ∑ x,
        ((if x = a then t * level hH a + U / 2 * (t * (1 - t)) else 0) +
          if x = i then -(t * level hH i) + U / 2 * (t * (1 - t)) else 0) =
    ∑ x, level hH x * f x + ∑ x, U / 2 * (f x * (1 - f x)) + (t * (level hH a - level hH i) + U * (t * (1 - t)))
```

Fix (accepted with no message):

```diff
@@ -101,5 +101,5 @@
         ring
   rw [Finset.sum_congr rfl fun k _ => h k, Finset.sum_add_distrib, Finset.sum_add_distrib,
-    Finset.sum_ite_eq', Finset.sum_ite_eq', if_pos (Finset.mem_univ _),
+    Finset.sum_add_distrib, Finset.sum_ite_eq', Finset.sum_ite_eq', if_pos (Finset.mem_univ _),
     if_pos (Finset.mem_univ _)]
   ring
```

The error says that `rw` found no sum whose whole summand is a single `if x = a then … else 0`, which is the form `Finset.sum_ite_eq'` needs. In the goal shown, the two `if` terms are still added together under one sum.

The proof had used `Finset.sum_add_distrib` twice, expecting this to separate them. The first use split the old summands from the corrections. The second fell on the sum of the old summands, separating `level hH x * f x` from the `U / 2` term. Since `rw` rewrites every instance of the pattern once its variables are fixed, the same sum on the right-hand side was split too, but the sum of corrections was left whole.

The diff adds a third `Finset.sum_add_distrib`, which splits that remaining sum into one for a and one for i. Each now has the form `Finset.sum_ite_eq'` expects, so the two uses of that lemma go through. The `if_pos` steps then discharge the membership conditions, and `ring` closes the goal.
